# A Hückel ring with equal, nonzero hopping has non-bonding orbitals exactly when 4 divides its size

Take a ring of $n \ge 3$ identical sites in the Hückel model, with site energy $\alpha$ and the same hopping energy $\beta \neq 0$ on every bond. The orbitals with energy exactly $\alpha$ span a space of dimension 2 if 4 divides $n$, and of dimension 0 otherwise. Equivalently, the kernel of the adjacency matrix of the ring has dimension 2 or 0 in the same two cases.

## Orbitals at the energy of an isolated site

An orbital is a list of real coefficients $x(i)$, one for each site $i$, with site numbers counted modulo $n$. The Hamiltonian is $H = \alpha I + \beta A$, where $I$ is the identity and $A$ is the adjacency matrix, which has entry 1 between neighbours and 0 elsewhere. An orbital is non-bonding if it is nonzero and $Hx = \alpha x$: the electron then has the energy that it would have on an isolated site.

Since $Hx = \alpha x + \beta Ax$, this equation says $\beta Ax = 0$, and for $\beta \neq 0$ it says $Ax = 0$. The condition $\beta \neq 0$ means that neighbouring sites are coupled at all; without coupling, every orbital would have energy $\alpha$.

## A sign change at every second site

For $n \ge 3$ the two neighbours of a site are different, so
$$(Ax)(i) = x(i+1) + x(i-1).$$
Setting this to zero at site $i+1$ gives $x(i+2) = -x(i)$. Conversely, if this recurrence holds at every site, then its instance at $i-1$ reads $x(i+1) = -x(i-1)$, so $Ax = 0$. Repeating the double step $k$ times gives
$$x(i+2k) = (-1)^k x(i).$$

**If 4 does not divide $n$**, there are two cases.

- If $n = 2k$, then $k$ is odd. After $k$ double steps we have gone round once and are back at $i$, so $x(i) = -x(i)$.
- If $n$ is odd, take $n$ double steps. We have gone round twice and are back at $i$, again with an odd number of sign changes, so $x(i) = -x(i)$.

In both cases $x(i) = 0$ at every site.

**If 4 divides $n$**, the values $a = x(0)$ and $b = x(1)$ fix all the others through the recurrence:
$$a,\; b,\; -a,\; -b,\; a,\; b,\; \dots$$
The pattern closes on itself because its period 4 divides $n$, so every pair $(a,b)$ is allowed. The solutions therefore form a space of dimension 2.

The choices $(a,b) = (1,0)$ and $(0,1)$ give two orthogonal orbitals, each with squared norm $n/2$. The normalised coefficients are thus $0$ and $\pm\sqrt{2/n}$. For $n = 4$ the two orbitals are $(1,0,-1,0)/\sqrt2$ and $(0,1,0,-1)/\sqrt2$.

## What this says about electron filling

In this non-interacting model, a ring with $n = 4j$ sites and one electron per site has an open shell. Its levels come in pairs placed symmetrically about $\alpha$, so $2j-1$ orbitals lie below $\alpha$ and hold $4j-2$ electrons, which leaves two electrons for the two non-bonding orbitals. The pairing of levels is a separate fact, which the theorems below neither use nor establish. They locate the orbitals at energy $\alpha$; Hückel's $4n+2$ rule, in which $n$ is a non-negative integer and not the ring size, is a statement about how many electrons fill closed shells.

## The ring in Lean

The sites are the elements of `ZMod n`, so `i + 1` and `i - 1` wrap round the ring automatically. An orbital is a function `ZMod n → ℝ`. The matrix `ringAdj n` has entry 1 where `j = i + 1 ∨ j = i - 1`, and `huckel n α β` is $\alpha I + \beta A$. The function `quarterWave` is the repeating pattern $a, b, -a, -b$; it takes a proof that 4 divides $n$ as an argument, because only then does the remainder of a site number modulo 4 make sense on the ring.

There are three final statements, all for `3 ≤ n`:

- `finrank_ker_ringAdj` gives the dimension of the kernel of $A$ as `if 4 ∣ n then 2 else 0`.
- `finrank_nonbonding` gives the same value for the eigenspace of the Hamiltonian at $\alpha$, for any real $\alpha$ and any real $\beta \neq 0$.
- `exists_nonbonding_iff` says that a nonzero `x` with `huckel n α β *ᵥ x = α • x` exists exactly when `4 ∣ n`.

The sign of $\beta$ is left free. The model takes the site orbitals as orthonormal, and all sites and bonds as equal. Alternating bond lengths, heteroatoms and electron repulsion are not covered.

The coefficients could also have been complex. The recurrence argument would be the same, and the dimension over $\mathbb{C}$ would again be 2 or 0. What changes is the choice of basis: for $4 \mid n$ the kernel would then contain the running waves $\mathrm{i}^m$ and $(-\mathrm{i})^m$ on site $m$, where $\mathrm{i}$ is the imaginary unit. A rotation of the ring by one site only multiplies each of these by a phase, and no nonzero real orbital in the kernel behaves in this way.

```lean
import Mathlib

open Matrix

namespace AnnuleneNonbonding

noncomputable section

/-- The adjacency matrix of the ring with sites `ZMod n`, for `n ≥ 3`: each site is joined
to the next one and to the previous one. -/
def ringAdj (n : ℕ) : Matrix (ZMod n) (ZMod n) ℝ :=
  Matrix.of fun i j => if j = i + 1 ∨ j = i - 1 then 1 else 0

/-- The Hückel Hamiltonian of the ring, with site energy `α` and hopping energy `β`
between neighbours. -/
def huckel (n : ℕ) (α β : ℝ) : Matrix (ZMod n) (ZMod n) ℝ :=
  α • (1 : Matrix (ZMod n) (ZMod n) ℝ) + β • ringAdj n

/-- The orbital whose coefficients repeat the pattern `a, b, -a, -b` around a ring
whose number of sites is divisible by four. -/
def quarterWave {n : ℕ} (h : 4 ∣ n) (a b : ℝ) : ZMod n → ℝ :=
  fun i => (![a, b, -a, -b] : Fin 4 → ℝ) (ZMod.castHom h (ZMod 4) i)

/-- For `n ≥ 3`, the adjacency matrix adds up the coefficients on the two neighbours of a site. -/
theorem ringAdj_mulVec {n : ℕ} [NeZero n] (hn : 3 ≤ n) (x : ZMod n → ℝ) (i : ZMod n) :
    (ringAdj n *ᵥ x) i = x (i + 1) + x (i - 1) := by
  -- with at least three sites the two neighbours are different
  have hne : i + 1 ≠ i - 1 := by
    intro h
    have h2 : (2 : ZMod n) = 0 := by linear_combination h
    have h3 : ((2 : ℕ) : ZMod n) = 0 := by exact_mod_cast h2
    have h4 := Nat.le_of_dvd (by norm_num) ((CharP.cast_eq_zero_iff (ZMod n) n 2).1 h3)
    omega
  have entry : ∀ j, ringAdj n i j * x j =
      (if j = i + 1 then x j else 0) + (if j = i - 1 then x j else 0) := by
    intro j
    change (if j = i + 1 ∨ j = i - 1 then (1 : ℝ) else 0) * x j = _
    by_cases h1 : j = i + 1
    · have h2 : ¬ j = i - 1 := fun h => hne (h1.symm.trans h)
      rw [if_pos (Or.inl h1), if_pos h1, if_neg h2]
      ring
    · by_cases h2 : j = i - 1
      · rw [if_pos (Or.inr h2), if_neg h1, if_pos h2]
        ring
      · rw [if_neg (not_or.2 ⟨h1, h2⟩), if_neg h1, if_neg h2]
        ring
  simp only [Matrix.mulVec, dotProduct]
  rw [Finset.sum_congr rfl (fun j _ => entry j), Finset.sum_add_distrib]
  simp

/-- On a ring of `n ≥ 3` sites, an orbital is annihilated by the adjacency matrix exactly when its
coefficient changes sign at every second site. -/
theorem ringAdj_mulVec_eq_zero_iff {n : ℕ} [NeZero n] (hn : 3 ≤ n) (x : ZMod n → ℝ) :
    ringAdj n *ᵥ x = 0 ↔ ∀ i, x (i + 2) = -x i := by
  constructor
  · intro h i
    have h1 := congrFun h (i + 1)
    have e1 : i + 1 + 1 = i + 2 := by ring
    have e2 : i + 1 - 1 = i := by ring
    rw [ringAdj_mulVec hn, e1, e2, Pi.zero_apply] at h1
    linarith
  · intro h
    funext i
    have h1 := h (i - 1)
    have e : i - 1 + 2 = i + 1 := by ring
    rw [e] at h1
    rw [ringAdj_mulVec hn, h1, Pi.zero_apply]
    ring

/-- For an orbital that changes sign at every second site, moving `2k` sites along the ring
multiplies the coefficient by `(-1)^k`. -/
theorem shift_two_mul {n : ℕ} {x : ZMod n → ℝ} (h : ∀ i, x (i + 2) = -x i)
    (i : ZMod n) (k : ℕ) : x (i + 2 * (k : ZMod n)) = (-1) ^ k * x i := by
  induction k with
  | zero => simp
  | succ k ih =>
    have e : i + 2 * ((k + 1 : ℕ) : ZMod n) = i + 2 * (k : ZMod n) + 2 := by
      push_cast
      ring
    rw [e, h, ih, pow_succ]
    ring

/-- If four does not divide the number of sites, only the zero orbital changes sign at
every second site. -/
theorem eq_zero_of_not_four_dvd {n : ℕ} (h4 : ¬ 4 ∣ n) {x : ZMod n → ℝ}
    (h : ∀ i, x (i + 2) = -x i) : x = 0 := by
  funext i
  rw [Pi.zero_apply]
  rcases Nat.even_or_odd' n with ⟨k, hk | hk⟩
  · -- once around the ring is an odd number of double steps
    have hodd : Odd k := by
      rw [Nat.odd_iff]
      omega
    have e : (2 : ZMod n) * (k : ZMod n) = 0 := by
      have h0 : ((2 * k : ℕ) : ZMod n) = 0 :=
        (CharP.cast_eq_zero_iff (ZMod n) n (2 * k)).2 (dvd_of_eq hk)
      exact_mod_cast h0
    have hs := shift_two_mul h i k
    rw [e, add_zero, hodd.neg_one_pow] at hs
    linarith
  · -- twice around the ring is an odd number of double steps
    have hodd : Odd n := ⟨k, hk⟩
    have hs := shift_two_mul h i n
    rw [ZMod.natCast_self, mul_zero, add_zero, hodd.neg_one_pow] at hs
    linarith

/-- An orbital that changes sign at every second site vanishes if it vanishes on two
adjacent sites, here `0` and `1`. -/
theorem eq_zero_of_two_sites {n : ℕ} [NeZero n] {x : ZMod n → ℝ}
    (h : ∀ i, x (i + 2) = -x i) (h0 : x 0 = 0) (h1 : x 1 = 0) : x = 0 := by
  have key : ∀ k : ℕ, x (k : ZMod n) = 0 ∧ x ((k : ZMod n) + 1) = 0 := by
    intro k
    induction k with
    | zero => simp [h0, h1]
    | succ k ih =>
      refine ⟨by push_cast; exact ih.2, ?_⟩
      have e : ((k + 1 : ℕ) : ZMod n) + 1 = (k : ZMod n) + 2 := by
        push_cast
        ring
      rw [e, h, ih.1, neg_zero]
  funext i
  have hi := (key i.val).1
  rw [ZMod.natCast_zmod_val] at hi
  exact hi

/-- The pattern `a, b, -a, -b` changes sign at every second site. -/
theorem quarterWave_add_two {n : ℕ} (h : 4 ∣ n) (a b : ℝ) (i : ZMod n) :
    quarterWave h a b (i + 2) = -quarterWave h a b i := by
  have key : ∀ k : Fin 4, (![a, b, -a, -b] : Fin 4 → ℝ) (k + 2) =
      -(![a, b, -a, -b] : Fin 4 → ℝ) k := by
    intro k
    fin_cases k
    exacts [rfl, rfl, (neg_neg a).symm, (neg_neg b).symm]
  have e : ZMod.castHom h (ZMod 4) (i + 2) = ZMod.castHom h (ZMod 4) i + 2 := by
    rw [map_add, map_ofNat]
  unfold quarterWave
  rw [e]
  exact key _

/-- The kernel of the adjacency matrix of a ring of `n ≥ 3` sites has dimension two if
four divides `n`, and dimension zero otherwise. -/
theorem finrank_ker_ringAdj {n : ℕ} [NeZero n] (hn : 3 ≤ n) :
    Module.finrank ℝ (LinearMap.ker (Matrix.toLin' (ringAdj n))) =
      if 4 ∣ n then 2 else 0 := by
  have hker : ∀ x, x ∈ LinearMap.ker (Matrix.toLin' (ringAdj n)) ↔
      ∀ i, x (i + 2) = -x i := by
    intro x
    rw [LinearMap.mem_ker, Matrix.toLin'_apply, ringAdj_mulVec_eq_zero_iff hn]
  split_ifs with h4
  · -- the coefficients on sites 0 and 1 are free and fix all the others
    let f : LinearMap.ker (Matrix.toLin' (ringAdj n)) →ₗ[ℝ] ℝ × ℝ :=
      { toFun := fun x => (x.1 0, x.1 1)
        map_add' := fun _ _ => rfl
        map_smul' := fun _ _ => rfl }
    have hinj : Function.Injective f := by
      refine LinearMap.ker_eq_bot.1 (LinearMap.ker_eq_bot'.2 ?_)
      intro x hx
      exact Subtype.ext (eq_zero_of_two_sites ((hker x.1).1 x.2)
        (congrArg Prod.fst hx) (congrArg Prod.snd hx))
    have hsurj : Function.Surjective f := by
      rintro ⟨a, b⟩
      refine ⟨⟨quarterWave h4 a b, (hker _).2 (quarterWave_add_two h4 a b)⟩, ?_⟩
      refine Prod.ext ?_ ?_
      · change quarterWave h4 a b 0 = a
        unfold quarterWave
        rw [map_zero]
        rfl
      · change quarterWave h4 a b 1 = b
        unfold quarterWave
        rw [map_one]
        rfl
    rw [(LinearEquiv.ofBijective f ⟨hinj, hsurj⟩).finrank_eq]
    simp
  · have hbot : LinearMap.ker (Matrix.toLin' (ringAdj n)) = ⊥ :=
      (Submodule.eq_bot_iff _).2 fun x hx => eq_zero_of_not_four_dvd h4 ((hker x).1 hx)
    rw [hbot, finrank_bot]

/-- For nonzero hopping on a ring of `n ≥ 3` sites, the Hückel orbitals with energy `α` span a space
of dimension two if four divides the number of sites, and of dimension zero otherwise. -/
theorem finrank_nonbonding {n : ℕ} [NeZero n] (hn : 3 ≤ n) (α : ℝ) {β : ℝ} (hβ : β ≠ 0) :
    Module.finrank ℝ (Module.End.eigenspace (Matrix.toLin' (huckel n α β)) α) =
      if 4 ∣ n then 2 else 0 := by
  have e : Module.End.eigenspace (Matrix.toLin' (huckel n α β)) α =
      LinearMap.ker (Matrix.toLin' (ringAdj n)) := by
    ext x
    rw [Module.End.mem_eigenspace_iff, LinearMap.mem_ker, Matrix.toLin'_apply,
      Matrix.toLin'_apply, huckel, Matrix.add_mulVec, Matrix.smul_mulVec,
      Matrix.smul_mulVec, Matrix.one_mulVec, add_eq_left, smul_eq_zero]
    simp [hβ]
  rw [e, finrank_ker_ringAdj hn]

/-- For nonzero hopping, a ring of `n ≥ 3` sites has a non-bonding orbital, that is a
nonzero orbital with energy `α`, exactly when four divides `n`. -/
theorem exists_nonbonding_iff {n : ℕ} [NeZero n] (hn : 3 ≤ n) (α : ℝ) {β : ℝ}
    (hβ : β ≠ 0) :
    (∃ x : ZMod n → ℝ, x ≠ 0 ∧ huckel n α β *ᵥ x = α • x) ↔ 4 ∣ n := by
  have red : ∀ x : ZMod n → ℝ, huckel n α β *ᵥ x = α • x ↔ ∀ i, x (i + 2) = -x i := by
    intro x
    rw [← ringAdj_mulVec_eq_zero_iff hn, huckel, Matrix.add_mulVec, Matrix.smul_mulVec,
      Matrix.smul_mulVec, Matrix.one_mulVec, add_eq_left, smul_eq_zero]
    simp [hβ]
  constructor
  · rintro ⟨x, hx, hE⟩
    by_contra h4
    exact hx (eq_zero_of_not_four_dvd h4 ((red x).1 hE))
  · intro h4
    refine ⟨quarterWave h4 1 0, ?_, (red _).2 (quarterWave_add_two h4 1 0)⟩
    intro h
    have h0 : quarterWave h4 1 0 0 = 0 := congrFun h 0
    have h1 : quarterWave h4 1 0 0 = 1 := by
      unfold quarterWave
      rw [map_zero]
      rfl
    linarith

end

end AnnuleneNonbonding
```

```lean
#print axioms AnnuleneNonbonding.finrank_nonbonding
#print axioms AnnuleneNonbonding.exists_nonbonding_iff
```

```
'AnnuleneNonbonding.finrank_nonbonding' depends on axioms: [propext, Classical.choice, Quot.sound]
'AnnuleneNonbonding.exists_nonbonding_iff' depends on axioms: [propext, Classical.choice, Quot.sound]
```

## From the matrix to the recurrence

`ringAdj_mulVec` proves the formula for $(Ax)(i)$. It first shows that the neighbours differ: if they were equal, then $2 = 0$ modulo $n$, so $n$ would divide 2, against $n \ge 3$. Each term of the matrix product is then split into a part for the next site and a part for the previous one, and each part contributes one coefficient to the sum.

`ringAdj_mulVec_eq_zero_iff` turns $Ax = 0$ into the recurrence. As in the derivation, one direction evaluates the equation at `i + 1` and the other uses the recurrence at `i - 1`.

## The two cases

`shift_two_mul` is the formula for $k$ double steps, proved by induction on `k`. `eq_zero_of_not_four_dvd` applies it to the two cases above. `Nat.even_or_odd'` writes $n$ as $2k$ or $2k+1$. In the even case `omega` finds that `k` is odd, and the lemma is used with `k` double steps; in the odd case it is used with `n` of them. Each time `linarith` concludes from $x(i) = -x(i)$ that $x(i) = 0$.

When 4 divides $n$, two lemmas are needed. `eq_zero_of_two_sites` shows that an orbital obeying the recurrence vanishes if it vanishes on sites 0 and 1; the induction carries the claim for two adjacent sites at once, since the recurrence reaches back two places. `quarterWave_add_two` checks the sign change of the pattern for each of the four remainders.

`finrank_ker_ringAdj` combines them. The linear map `f` sends an orbital in the kernel to the pair $(x(0), x(1))$. The first lemma makes it injective and the second makes it surjective, so the kernel has the dimension of $\mathbb{R} \times \mathbb{R}$.

## Back to the Hamiltonian

`finrank_nonbonding` shows that the eigenspace at $\alpha$ and the kernel of $A$ are the same subspace. The rewriting cancels $\alpha x$ on both sides, and `hβ` then removes the factor $\beta$. `exists_nonbonding_iff` does the same reduction for a single orbital and does not need the dimension: `eq_zero_of_not_four_dvd` settles one direction, and `quarterWave h4 1 0`, which has the value 1 on site 0, is an explicit orbital for the other.

## The degenerate pair in a numerical diagonalisation

A program that diagonalises the Hückel matrix of a ring with $4 \mid n$ finds two eigenvalues equal to $\alpha$ up to rounding. If it uses a routine for real symmetric matrices, the two eigenvectors that it returns are, up to rounding, some orthonormal basis of the kernel of $A$, and they may differ from one such routine to another. Site populations computed from only one of them depend on that choice. If both orbitals are given the same occupation, the choice has no effect: with one electron in each, the pair adds $2/n$ to the population of every site.
